# The radial Laplacian of angular momentum l factors into two operators of the form d/dr + a/r in exactly two ways

The radial part of the Laplacian at angular momentum l acts on a function g as g'' + 2g'/r − l(l+1)g/r². `factorization_iff` says that, for a natural number l and real constants a and b, the product (d/dr + b/r)(d/dr + a/r) agrees with this operator at every r > 0, for every real function g twice continuously differentiable on r > 0, exactly when (a, b) is (−l, l+2) or (l+1, −(l−1)). No normalisation of g and no condition at the origin is assumed. To show that no other pair works, the proof puts in g = 1 and g = r at r = 1, which should give a(b−1) = −l(l+1) and a + b = 2, and then solves for a and b. The converse is taken from the preceding theorem, which checks both products.

The first attempt, which Lean rejects:

```lean
import Mathlib

open Set

namespace FactorizationIff

noncomputable section

/-- The first-order radial operator `d/dr + a/r` applied to `g`, for `r ≠ 0`. -/
def radialStep (a : ℝ) (g : ℝ → ℝ) (r : ℝ) : ℝ :=
  deriv g r + a / r * g r

/-- The radial Laplacian `g'' + 2 g'/r - l(l+1) g/r²` of angular momentum `l`, for `r ≠ 0`. -/
def radialLaplacian (l : ℕ) (g : ℝ → ℝ) (r : ℝ) : ℝ :=
  deriv (deriv g) r + 2 / r * deriv g r - l * (l + 1) / r ^ 2 * g r

/-- Two successive radial steps on a C² function on `r > 0` give
`(d/dr + b/r)(d/dr + a/r) g = g'' + (a+b) g'/r + a(b-1) g/r²`. -/
theorem radialStep_comp {g : ℝ → ℝ} (hg : ContDiffOn ℝ 2 g (Ioi 0)) {r : ℝ} (hr : 0 < r)
    (a b : ℝ) :
    radialStep b (radialStep a g) r =
      deriv (deriv g) r + (a + b) / r * deriv g r + a * (b - 1) / r ^ 2 * g r := by
  have h0 : DifferentiableAt ℝ g r :=
    (hg.contDiffAt (Ioi_mem_nhds hr)).differentiableAt (by norm_num)
  have hd : ContDiffOn ℝ 1 (deriv g) (Ioi 0) :=
    hg.deriv_of_isOpen isOpen_Ioi one_add_one_eq_two.le
  have h1 : DifferentiableAt ℝ (deriv g) r :=
    (hd.contDiffAt (Ioi_mem_nhds hr)).differentiableAt (by norm_num)
  -- the derivative of the coefficient `a/r` supplies the extra `-a/r²`
  have hc : HasDerivAt (fun s : ℝ => a / s) (-a / r ^ 2) r :=
    ((hasDerivAt_const r a).fun_div (hasDerivAt_id' r) hr.ne').congr_deriv (by ring)
  have h : HasDerivAt (radialStep a g)
      (deriv (deriv g) r + (-a / r ^ 2 * g r + a / r * deriv g r)) r :=
    h1.hasDerivAt.fun_add (hc.fun_mul h0.hasDerivAt)
  change deriv (radialStep a g) r + b / r * (deriv g r + a / r * g r) = _
  rw [h.deriv]
  ring

/-- For a C² function `g` on `r > 0`, both `(d/dr + (l+2)/r)(d/dr - l/r) g` and
`(d/dr - (l-1)/r)(d/dr + (l+1)/r) g` equal the radial Laplacian of angular momentum `l` at every
`r > 0`. -/
theorem gradient_channels_recover_laplacian {g : ℝ → ℝ} (hg : ContDiffOn ℝ 2 g (Ioi 0))
    (l : ℕ) {r : ℝ} (hr : 0 < r) :
    radialStep (l + 2) (radialStep (-l) g) r = radialLaplacian l g r ∧
      radialStep (-((l : ℝ) - 1)) (radialStep (l + 1) g) r = radialLaplacian l g r := by
  constructor
  · rw [radialStep_comp hg hr, radialLaplacian]
    ring
  · rw [radialStep_comp hg hr, radialLaplacian]
    ring

/-- A product `(d/dr + b/r)(d/dr + a/r)` equals the radial Laplacian on all C² functions on
`r > 0` exactly when `(a, b)` is `(-l, l+2)` or `(l+1, -(l-1))`. -/
theorem factorization_iff (l : ℕ) (a b : ℝ) :
    (∀ g : ℝ → ℝ, ContDiffOn ℝ 2 g (Ioi 0) → ∀ r : ℝ, 0 < r →
      radialStep b (radialStep a g) r = radialLaplacian l g r) ↔
    (a = -(l : ℝ) ∧ b = l + 2) ∨ (a = l + 1 ∧ b = -((l : ℝ) - 1)) := by
  constructor
  · intro h
    -- the test functions `1` and `r`, evaluated at `r = 1`, fix both coefficients
    have h1 := h (fun _ => 1) contDiffOn_const 1 one_pos
    have h2 := h (fun s => s) contDiffOn_id 1 one_pos
    rw [radialStep_comp contDiffOn_const one_pos, radialLaplacian] at h1
    rw [radialStep_comp contDiffOn_id one_pos, radialLaplacian] at h2
    have d1 : deriv (fun _ : ℝ => (1 : ℝ)) = fun _ => 0 := by
      funext s
      exact (hasDerivAt_const s (1 : ℝ)).deriv
    have d2 : deriv (fun s : ℝ => s) = fun _ => 1 := by
      funext s
      exact (hasDerivAt_id' s).deriv
    simp only [d1, deriv_const] at h1
    simp only [d2, deriv_const] at h2
    have e1 : a * (b - 1) = -((l : ℝ) * (l + 1)) := by linear_combination h1
    have e2 : a + b = 2 := by linear_combination h2 - h1
    have e3 : (a + l) * (a - (l + 1)) = 0 := by linear_combination a * e2 - e1
    rcases mul_eq_zero.mp e3 with h3 | h3
    · exact Or.inl ⟨by linarith, by linarith⟩
    · exact Or.inr ⟨by linarith, by linarith⟩
  · rintro (⟨rfl, rfl⟩ | ⟨rfl, rfl⟩) g hg r hr
    · exact (gradient_channels_recover_laplacian hg l hr).1
    · exact (gradient_channels_recover_laplacian hg l hr).2

end

end FactorizationIff
```

Messages:

```
Main.lean:64:8: error: Tactic `rewrite` failed: Did not find an occurrence of the pattern
  radialStep ?b (radialStep ?a id) 1
in the target expression
  radialStep b (radialStep a fun s => s) 1 = radialLaplacian l (fun s => s) 1

case mp
l : ℕ
a b : ℝ
h : ∀ (g : ℝ → ℝ), ContDiffOn ℝ 2 g (Ioi 0) → ∀ (r : ℝ), 0 < r → radialStep b (radialStep a g) r = radialLaplacian l g r
h1 :
  deriv (deriv fun x => 1) 1 + (a + b) / 1 * deriv (fun x => 1) 1 + a * (b - 1) / 1 ^ 2 * 1 =
    deriv (deriv fun x => 1) 1 + 2 / 1 * deriv (fun x => 1) 1 - ↑l * (↑l + 1) / 1 ^ 2 * 1
h2 : radialStep b (radialStep a fun s => s) 1 = radialLaplacian l (fun s => s) 1
⊢ a = -↑l ∧ b = ↑l + 2 ∨ a = ↑l + 1 ∧ b = -(↑l - 1)
```

The error is in the step for the test function g = r. The rewrite by `radialStep_comp` is not told which `g` is meant, so Lean reads it off the proof supplied, `contDiffOn_id`, which is stated for `id`. The pattern to find therefore contains `radialStep ?a id`, while `h2` contains `radialStep a fun s => s`. The two functions are equal by definition, but seeing this requires unfolding `id`, which `rw` does not do when it searches for its pattern, so it finds no occurrence.

The line before, which produces `h2`, uses the same `contDiffOn_id` without trouble, because there the function is given explicitly and Lean unfolds `id` when checking the proof against it. The repair does the same in the rewrite: with `(g := fun s => s)` the pattern is written with the function that stands in `h2`, and `contDiffOn_id` is still accepted as the proof of smoothness.

The change, after which it compiles:

```diff
@@ -62,5 +62,5 @@
     have h2 := h (fun s => s) contDiffOn_id 1 one_pos
     rw [radialStep_comp contDiffOn_const one_pos, radialLaplacian] at h1
-    rw [radialStep_comp contDiffOn_id one_pos, radialLaplacian] at h2
+    rw [radialStep_comp (g := fun s => s) contDiffOn_id one_pos, radialLaplacian] at h2
     have d1 : deriv (fun _ : ℝ => (1 : ℝ)) = fun _ => 0 := by
       funext s
```
